# For $t,\Delta>0$, one Majorana species of the Kitaev half-chain has a decaying zero mode exactly when $|\mu|<2t$

Let $t>0$ be the hopping, $\Delta>0$ the pairing and $\mu$ the real chemical potential of a Kitaev chain. The zero-energy equation

$$(t+\Delta)a_{j+2}+\mu a_{j+1}+(t-\Delta)a_j=0,\qquad j\ge 0,\qquad a_0=0,$$

has a nonzero real solution tending to zero if and only if $|\mu|<2t$. Equivalently, the product of the bulk Pfaffians at momenta $k=0$ and $k=\pi$ is negative.

Here $a_j$ is the amplitude of one Majorana species on site $j$. The chain begins at site 1, and $a_0=0$ says that there is nothing to its left. For this clean, non-interacting, nearest-neighbour model, two momenta of the periodic bulk therefore decide whether that species has a zero mode at the edge.

## Decay from a quadratic form

Put $d_j=a_{j+2}-a_j$ and

$$V_j=2t(a_j^2+a_{j+1}^2)+2\mu a_ja_{j+1}.$$

The recursion says $t(a_{j+2}+a_j)+\mu a_{j+1}=-\Delta d_j$, so

$$V_{j+1}-V_j=2d_j\,[t(a_{j+2}+a_j)+\mu a_{j+1}]=-2\Delta d_j^2.$$

Suppose $|\mu|<2t$. Then

$$V_j=\tfrac{2t+\mu}{2}(a_j+a_{j+1})^2+\tfrac{2t-\mu}{2}(a_j-a_{j+1})^2\ge0.$$

Being nonincreasing and bounded below, $V_j$ converges, hence $d_j\to0$. Two successive recursions read

$$(t+\Delta)d_j+2ta_j+\mu a_{j+1}=0,$$
$$(t+\Delta)d_{j+1}+2ta_{j+1}+\mu a_j+\mu d_j=0.$$

Eliminating $a_{j+1}$ gives

$$(4t^2-\mu^2)a_j=[\mu^2-2t(t+\Delta)]d_j+\mu(t+\Delta)d_{j+1}\to0.$$

Every solution decays, including the one with $a_0=0$, $a_1=1$.

## No edge mode for $|\mu|\ge2t$

Take $\mu\le-2t$ and $a_1\ge0$, and set $S_j=(t+\Delta)a_{j+1}-(t-\Delta)a_j$. The recursion gives

$$S_{j+1}-S_j=(-\mu-2t)a_{j+1}.$$

By induction all amplitudes are nonnegative and $S_j\ge S_0=(t+\Delta)a_1$. Indeed, if $a_j,a_{j+1}\ge0$ and $S_j\ge S_0$, then $S_{j+1}\ge S_j\ge S_0\ge0$. For $t\ge\Delta$, $(t+\Delta)a_{j+2}=S_{j+1}+(t-\Delta)a_{j+1}\ge0$; for $t<\Delta$, $(t+\Delta)a_{j+2}=-\mu a_{j+1}+(\Delta-t)a_j\ge0$.

If $a_j\to0$, then $S_j\to0$, which forces $a_1=0$. Applying this to $-a$ covers $a_1\le0$. With $a_0=a_1=0$ the recursion makes every amplitude vanish. For $\mu\ge2t$, the sequence $(-1)^ja_j$ solves the equation with $-\mu$, and the same argument applies.

The bulk coupling is $s(k)=-\mu-2t\cos k+2i\Delta\sin k$. Its values at $0$ and $\pi$ are the two Pfaffians, with product $(-\mu-2t)(-\mu+2t)=\mu^2-4t^2$, which is negative exactly when $|\mu|<2t$.

The case $\Delta=t$ shows the transition directly: $a_{j+1}=(-\mu/2t)^j$ when $a_1=1$. At $\mu=0$ the mode sits entirely on site 1; at $|\mu|=2t$ the amplitudes from site 1 on have constant modulus, so the solution no longer decays.

## The chain and its bulk in Lean

```lean
import Mathlib

open Filter Topology Matrix

namespace KitaevChainEdge

noncomputable section
```

The half-line is represented by real sequences on `ℕ`. The predicate `IsZeroMode` takes the Majorana equation as given, without deriving it from a fermionic Hamiltonian, and leaves the boundary condition separate.

```lean
/-- The zero-energy equation for the Majorana amplitudes `a j` of a Kitaev chain with
hopping `t`, pairing `Δ` and chemical potential `mu`. -/
def IsZeroMode (t Δ mu : ℝ) (a : ℕ → ℝ) : Prop :=
  ∀ j, (t + Δ) * a (j + 2) + mu * a (j + 1) + (t - Δ) * a j = 0
```

The candidate edge mode is defined by solving the recursion for its newest term.

```lean
/-- The solution of the zero-energy equation with amplitudes 0 and 1 on sites 0 and 1,
for `t + Δ ≠ 0`. -/
def edgeMode (t Δ mu : ℝ) : ℕ → ℝ
  | 0 => 0
  | 1 => 1
  | (j + 2) => -(mu * edgeMode t Δ mu (j + 1) + (t - Δ) * edgeMode t Δ mu j) / (t + Δ)
```

The next definition is $V_j$.

```lean
/-- A quadratic form in the amplitudes on two neighbouring sites. -/
def bondForm (t mu : ℝ) (a : ℕ → ℝ) (j : ℕ) : ℝ :=
  2 * t * (a j ^ 2 + a (j + 1) ^ 2) + 2 * mu * a j * a (j + 1)
```

The bulk enters through $s(k)$ and a $2\times2$ anti-Hermitian matrix of Majorana couplings. Multiplied by $i$, it is the Bloch Hamiltonian, with energies $\pm|s(k)|$.

```lean
/-- The coupling between the two Majorana species at crystal momentum `k`. -/
def symbol (t Δ mu k : ℝ) : ℂ :=
  -(mu : ℂ) - 2 * t * Complex.cos k + 2 * Δ * Complex.sin k * Complex.I

/-- The matrix of Majorana couplings of the Kitaev chain at crystal momentum `k`; the Bloch
Hamiltonian is `i` times this matrix. -/
def majoranaBloch (t Δ mu k : ℝ) : Matrix (Fin 2) (Fin 2) ℂ :=
  !![0, symbol t Δ mu k; -symbol t Δ mu (-k), 0]
```

The function `pfaffianTwo` reads off the upper right entry of any matrix. This is a Pfaffian only when the matrix is antisymmetric.

```lean
/-- The Pfaffian of an antisymmetric 2 × 2 matrix: its upper right entry. -/
def pfaffianTwo (A : Matrix (Fin 2) (Fin 2) ℂ) : ℂ := A 0 1
```

Edge and bulk describe the same chain: inserting $a_j=e^{-ikj}$ into the left side of the recursion produces $-s(k)\,e^{-ik(j+1)}$. The theorem states this with the common phase $e^{-ik(j+1)}$ divided out. Euler's formula and `ring` prove it.

```lean
/-- The coefficients of the zero-energy equation, weighted by the phases `exp (-ik)`, `1` and `exp
(ik)`, add up to minus the coupling `symbol`. -/
theorem plane_wave_symbol (t Δ mu k : ℝ) :
    ((t : ℂ) + Δ) * Complex.exp (-(k : ℂ) * Complex.I) + mu
      + ((t : ℂ) - Δ) * Complex.exp ((k : ℂ) * Complex.I) = -symbol t Δ mu k := by
  rw [Complex.exp_mul_I, Complex.exp_mul_I, Complex.cos_neg, Complex.sin_neg, symbol]
  ring
```

Antisymmetry at the two special momenta justifies the word Pfaffian there, and the values follow by evaluating sine and cosine.

```lean
/-- The Majorana Bloch matrix is antisymmetric at `k = 0` and at `k = π`. -/
theorem majoranaBloch_antisymm (t Δ mu : ℝ) :
    (majoranaBloch t Δ mu 0)ᵀ = -majoranaBloch t Δ mu 0 ∧
    (majoranaBloch t Δ mu Real.pi)ᵀ = -majoranaBloch t Δ mu Real.pi := by
  constructor <;> ext i j <;> fin_cases i <;> fin_cases j <;>
    simp [majoranaBloch, symbol]
  ring

/-- The Pfaffians at `k = 0` and `k = π` are `-mu - 2t` and `-mu + 2t`. -/
theorem pfaffian_values (t Δ mu : ℝ) :
    pfaffianTwo (majoranaBloch t Δ mu 0) = ((-mu - 2 * t : ℝ) : ℂ) ∧
    pfaffianTwo (majoranaBloch t Δ mu Real.pi) = ((-mu + 2 * t : ℝ) : ℂ) := by
  constructor <;> simp [pfaffianTwo, majoranaBloch, symbol]
```

## Decay and its failure

The identity for $V_{j+1}-V_j$ is the recursion multiplied by $2d_j$, which is precisely the coefficient given to `linear_combination`.

```lean
/-- Along a zero mode the bond form changes from one bond to the next by
`-2Δ (a (j+2) - a j)²`. -/
theorem bondForm_step {t Δ mu : ℝ} {a : ℕ → ℝ} (h : IsZeroMode t Δ mu a) (j : ℕ) :
    bondForm t mu a (j + 1) = bondForm t mu a j - 2 * Δ * (a (j + 2) - a j) ^ 2 := by
  have hj := h j
  simp only [bondForm, add_assoc, Nat.reduceAdd]
  linear_combination 2 * (a (j + 2) - a j) * hj
```

The decay theorem needs no boundary condition. Its steps `hpos`, `hanti` and `hd` are the positivity of $V_j$, its monotonicity and $d_j\to0$; the last `linear_combination` eliminates $a_{j+1}$.

```lean
/-- For `Δ > 0` and `|mu| < 2t` every solution of the zero-energy equation tends to zero, whatever
its boundary values. -/
theorem zeroMode_decays {t Δ mu : ℝ} (hΔ : 0 < Δ) (hmu : |mu| < 2 * t)
    {a : ℕ → ℝ} (h : IsZeroMode t Δ mu a) : Tendsto a atTop (𝓝 0) := by
  obtain ⟨h1, h2⟩ := abs_lt.mp hmu
  -- the bond form is nonnegative and nonincreasing, hence convergent
  have hpos : ∀ j, 0 ≤ bondForm t mu a j := by
    intro j
    have e1 := mul_nonneg (by linarith : 0 ≤ 2 * t + mu) (sq_nonneg (a j + a (j + 1)))
    have e2 := mul_nonneg (by linarith : 0 ≤ 2 * t - mu) (sq_nonneg (a j - a (j + 1)))
    unfold bondForm
    linarith
  have hanti : Antitone (bondForm t mu a) := by
    refine antitone_nat_of_succ_le fun j => ?_
    have e := mul_nonneg hΔ.le (sq_nonneg (a (j + 2) - a j))
    rw [bondForm_step h j]
    linarith
  have hbdd : BddBelow (Set.range (bondForm t mu a)) := by
    refine ⟨0, ?_⟩
    rintro _ ⟨j, rfl⟩
    exact hpos j
  have hL := tendsto_atTop_ciInf hanti hbdd
  -- so the next-nearest-neighbour differences vanish at infinity
  have hsq : Tendsto (fun j => (a (j + 2) - a j) ^ 2) atTop (𝓝 0) := by
    have e := (hL.sub (hL.comp (tendsto_add_atTop_nat 1))).div_const (2 * Δ)
    rw [sub_self, zero_div] at e
    refine e.congr fun j => ?_
    simp only [Function.comp_apply]
    rw [bondForm_step h j]
    field_simp
    ring
  have hd : Tendsto (fun j => a (j + 2) - a j) atTop (𝓝 0) := by
    rw [tendsto_zero_iff_abs_tendsto_zero]
    have e := hsq.sqrt
    rw [Real.sqrt_zero] at e
    exact e.congr fun j => Real.sqrt_sq_eq_abs _
  -- the recursion expresses the amplitude through these differences
  have hD : 4 * t ^ 2 - mu ^ 2 ≠ 0 := by
    have e := mul_pos (by linarith : 0 < 2 * t + mu) (by linarith : 0 < 2 * t - mu)
    intro h0
    linarith
  have hlim := ((hd.const_mul (mu ^ 2 - 2 * t * (t + Δ))).add
    ((hd.comp (tendsto_add_atTop_nat 1)).const_mul (mu * (t + Δ)))).div_const
      (4 * t ^ 2 - mu ^ 2)
  rw [mul_zero, mul_zero, add_zero, zero_div] at hlim
  refine hlim.congr fun j => ?_
  have e0 := h j
  have e1 := h (j + 1)
  simp only [Function.comp_apply, add_assoc, Nat.reduceAdd] at e1 ⊢
  rw [div_eq_iff hD]
  linear_combination mu * e1 - 2 * t * e0
```

The proof turns on `tendsto_atTop_ciInf`: an antitone real sequence whose range is bounded below tends to its infimum. The value of that infimum is never needed. Composing the limit with `tendsto_add_atTop_nat 1` gives the same limit for the shifted sequence, so subtraction yields $V_j-V_{j+1}\to0$. Division by $2\Delta$ then gives $d_j^2\to0$, and a square root gives $|d_j|\to0$.

For $\mu\le-2t$, the induction carries two neighbouring signs together with the lower bound on $S_j$. The final case split is on the sign of $t-\Delta$.

```lean
/-- For `t, Δ > 0` and `mu ≤ -2t`, a zero mode with `a 0 = 0` and `a 1 ≥ 0` stays nonnegative, and
`(t+Δ) a (j+1) - (t-Δ) a j` never falls below its value at the edge. -/
theorem zeroMode_persists {t Δ mu : ℝ} (ht : 0 < t) (hΔ : 0 < Δ) (hmu : mu ≤ -(2 * t))
    {a : ℕ → ℝ} (h : IsZeroMode t Δ mu a) (h0 : a 0 = 0) (h1 : 0 ≤ a 1) (j : ℕ) :
    0 ≤ a j ∧ 0 ≤ a (j + 1) ∧
      (t + Δ) * a 1 ≤ (t + Δ) * a (j + 1) - (t - Δ) * a j := by
  have hp : 0 < t + Δ := by linarith
  induction j with
  | zero => simp [h0, h1]
  | succ j ih =>
    obtain ⟨i0, i1, i2⟩ := ih
    have hj := h j
    have e := mul_nonneg (by linarith : 0 ≤ -mu - 2 * t) i1
    have hS : (t + Δ) * a 1 ≤ (t + Δ) * a (j + 2) - (t - Δ) * a (j + 1) := by
      linarith
    have e1 := mul_nonneg hp.le h1
    refine ⟨i1, ?_, hS⟩
    refine le_of_mul_le_mul_left (a := t + Δ) ?_ hp
    change (t + Δ) * 0 ≤ (t + Δ) * a (j + 2)
    rcases le_total 0 (t - Δ) with hq | hq
    · have e2 := mul_nonneg hq i1
      linarith
    · have e2 := mul_nonneg (by linarith : 0 ≤ -(t - Δ)) i0
      have e3 := mul_nonneg (by linarith : 0 ≤ -mu) i1
      linarith
```

In `no_edge_mode`, `key` passes to the limit in that bound and excludes $a_1>0$; `key2` applies it to $-b$ as well. The alternating sequence handles positive $\mu$, and a last induction spreads the zeros along the chain.

```lean
/-- For `t, Δ > 0` and `|mu| ≥ 2t`, a decaying zero mode with `a 0 = 0` vanishes on every site. -/
theorem no_edge_mode {t Δ mu : ℝ} (ht : 0 < t) (hΔ : 0 < Δ) (hmu : 2 * t ≤ |mu|)
    {a : ℕ → ℝ} (h : IsZeroMode t Δ mu a) (h0 : a 0 = 0)
    (hlim : Tendsto a atTop (𝓝 0)) : a = 0 := by
  have hp : 0 < t + Δ := by linarith
  have key : ∀ (m : ℝ) (b : ℕ → ℝ), m ≤ -(2 * t) → IsZeroMode t Δ m b → b 0 = 0 →
      Tendsto b atTop (𝓝 0) → b 1 ≤ 0 := by
    intro m b hm hb hb0 hbl
    by_contra hneg
    have hb1 : 0 < b 1 := not_le.mp hneg
    have e := ((hbl.comp (tendsto_add_atTop_nat 1)).const_mul (t + Δ)).sub
      (hbl.const_mul (t - Δ))
    rw [mul_zero, mul_zero, sub_zero] at e
    have e2 := ge_of_tendsto' e
      fun j => (zeroMode_persists ht hΔ hm hb hb0 hb1.le j).2.2
    have e3 := mul_pos hp hb1
    linarith
  -- both signs of the amplitude are excluded
  have key2 : ∀ (m : ℝ) (b : ℕ → ℝ), m ≤ -(2 * t) → IsZeroMode t Δ m b → b 0 = 0 →
      Tendsto b atTop (𝓝 0) → b 1 = 0 := by
    intro m b hm hb hb0 hbl
    have e1 := key m b hm hb hb0 hbl
    have e2 := key m (fun j => -b j) hm
      (fun j => by have hj := hb j; linear_combination -hj)
      (by simp [hb0]) (by simpa using hbl.neg)
    have e3 : -b 1 ≤ 0 := e2
    linarith
  have h1 : a 1 = 0 := by
    rcases le_abs.mp hmu with hm | hm
    · -- alternating signs map `mu` to `-mu`
      have e := key2 (-mu) (fun j => (-1) ^ j * a j) (by linarith)
        (fun j => by have hj := h j; linear_combination (-1) ^ j * hj)
        (by simp [h0])
        (by
          rw [tendsto_zero_iff_abs_tendsto_zero]
          have e := hlim.abs
          rw [abs_zero] at e
          exact e.congr fun j => by simp [abs_mul])
      simpa using e
    · exact key2 mu a (by linarith) h h0 hlim
  have hall : ∀ j, a j = 0 ∧ a (j + 1) = 0 := by
    intro j
    induction j with
    | zero => exact ⟨h0, h1⟩
    | succ j ih =>
      have hj := h j
      rw [ih.1, ih.2, mul_zero, mul_zero, add_zero, add_zero] at hj
      exact ⟨ih.2, (mul_eq_zero.mp hj).resolve_left hp.ne'⟩
  funext j
  exact (hall j).1
```

## Edge mode and Pfaffian sign

The final theorem joins both equivalences. Existence uses `edgeMode`, which is nonzero because its value on site 1 is 1. The Pfaffians have complex type, so their product is compared with zero through `.re`; since both values are real, nothing is lost.

This is bulk-edge correspondence for one translation-invariant chain and one Majorana species at one end. Disorder, interactions and the splitting of end modes in a finite wire are not treated, and the theorem states decay without a rate.

```lean
/-- Bulk-edge correspondence of the Kitaev chain for `t, Δ > 0`: a nonzero decaying Majorana zero
mode with `a 0 = 0` exists iff `|mu| < 2t`, and iff the product of the bulk Pfaffians at `k = 0` and
`k = π` is negative. -/
theorem kitaev_bulk_edge {t Δ : ℝ} (ht : 0 < t) (hΔ : 0 < Δ) (mu : ℝ) :
    ((∃ a : ℕ → ℝ, IsZeroMode t Δ mu a ∧ a 0 = 0 ∧ a ≠ 0 ∧ Tendsto a atTop (𝓝 0)) ↔
      |mu| < 2 * t) ∧
    ((∃ a : ℕ → ℝ, IsZeroMode t Δ mu a ∧ a 0 = 0 ∧ a ≠ 0 ∧ Tendsto a atTop (𝓝 0)) ↔
      (pfaffianTwo (majoranaBloch t Δ mu 0) *
        pfaffianTwo (majoranaBloch t Δ mu Real.pi)).re < 0) := by
  have hedge : (∃ a : ℕ → ℝ, IsZeroMode t Δ mu a ∧ a 0 = 0 ∧ a ≠ 0 ∧
      Tendsto a atTop (𝓝 0)) ↔ |mu| < 2 * t := by
    constructor
    · rintro ⟨a, h, h0, hne, hlim⟩
      by_contra hmu
      exact hne (no_edge_mode ht hΔ (not_lt.mp hmu) h h0 hlim)
    · intro hmu
      have hp : t + Δ ≠ 0 := by positivity
      have hz : IsZeroMode t Δ mu (edgeMode t Δ mu) := by
        intro j
        rw [edgeMode, mul_div_cancel₀ _ hp]
        ring
      refine ⟨edgeMode t Δ mu, hz, by simp [edgeMode], ?_, zeroMode_decays hΔ hmu hz⟩
      intro h0
      have e := congrFun h0 1
      simp [edgeMode] at e
  refine ⟨hedge, hedge.trans ?_⟩
  -- the Pfaffian product is `mu² - (2t)²`
  rw [(pfaffian_values t Δ mu).1, (pfaffian_values t Δ mu).2, ← Complex.ofReal_mul,
    Complex.ofReal_re]
  have hsq : mu ^ 2 < (2 * t) ^ 2 ↔ |mu| < 2 * t := by
    rw [sq_lt_sq, abs_of_pos (by positivity : 0 < 2 * t)]
  rw [← hsq]
  constructor <;> intro e <;> linarith

end

end KitaevChainEdge
```

```lean
#print axioms KitaevChainEdge.plane_wave_symbol
-- 'KitaevChainEdge.plane_wave_symbol' depends on axioms: [propext, Classical.choice, Quot.sound]
#print axioms KitaevChainEdge.majoranaBloch_antisymm
-- 'KitaevChainEdge.majoranaBloch_antisymm' depends on axioms: [propext, Classical.choice, Quot.sound]
#print axioms KitaevChainEdge.kitaev_bulk_edge
-- 'KitaevChainEdge.kitaev_bulk_edge' depends on axioms: [propext, Classical.choice, Quot.sound]
```
